# A truncated Bloch overlap sum can be negative at the zone boundary

Consider an infinite chain of cells with lattice constant 1 and one normalised basis function per cell. The overlap between the functions of two cells at distance $|n|$ is taken to be $q^{|n|}$ with $0<q<1$, so $q$ is the factor by which the overlap falls from one cell to the next. This geometric decay is a model assumption and is not computed from orbitals. For a real wave number $k$, the Bloch overlap and its truncation at a cutoff $M\ge 0$ are

$$S(k)=\sum_{n\in\mathbb Z} q^{|n|}e^{ikn},\qquad S_M(k)=\sum_{n=-M}^{M} q^{|n|}e^{ikn}.$$

The full overlap $S(k)$ is positive for every $k$. The truncated overlap at the zone boundary, $S_M(\pi)$, is negative exactly when $M$ is odd and $2q^{M+1}>1-q$.

In a periodic Hartree-Fock calculation the overlap matrix at each $k$ has to be positive definite for the orbital equations to be a proper generalised eigenvalue problem. In this one-dimensional model with one function per cell, that matrix is the single number $S(k)$, and a distance cutoff can destroy its positivity.

## The Poisson kernel and the cutoff error

The terms at $m$ and $-m$, for $m\ge1$, combine to $q^m(e^{ikm}+e^{-ikm})=2q^m\cos(mk)$. Hence $S_M(k)$ is real, with $S_0(k)=1$ and

$$S_{M+1}(k)=S_M(k)+2q^{M+1}\cos((M+1)k).$$

Write $c_m=\cos(mk)$ and $D=1-2qc_1+q^2$. Since $D=(1-q)^2+2q(1-c_1)$, it is positive. The closed form is

$$D\,S_M(k)=1-q^2-2q^{M+1}\left(c_{M+1}-q\,c_M\right).$$

For $M=0$ the right side is $1-q^2-2qc_1+2q^2=D$, as required. If the formula holds for $M$, then adding $2q^{M+1}c_{M+1}D$ gives

$$\begin{aligned}
D\,S_{M+1}(k)&=1-q^2-2q^{M+1}\left(c_{M+1}-qc_M-c_{M+1}(1-2qc_1+q^2)\right)\\
&=1-q^2-2q^{M+2}\left(2c_1c_{M+1}-c_M-q\,c_{M+1}\right).
\end{aligned}$$

The addition theorems give $2c_1c_{M+1}-c_M=c_{M+2}$, which is the formula for $M+1$.

The last term of the closed form is at most $2q^{M+1}(1+q)$ in absolute value, so it vanishes as $M\to\infty$. The series converges absolutely because $\sum_n q^{|n|}$ is finite, and its value is therefore the limit of the $S_M(k)$, which is the Poisson kernel:

$$S(k)=\frac{1-q^2}{1-2q\cos k+q^2}>0.$$

## Signs of the truncated sum

At $k=\pi$ we have $c_M=(-1)^M$, $c_{M+1}=-(-1)^M$ and $D=(1+q)^2$. The closed form becomes

$$S_M(\pi)=\frac{1-q^2+2(-1)^Mq^{M+1}(1+q)}{(1+q)^2}=\frac{1-q+2(-1)^Mq^{M+1}}{1+q}.$$

For even $M$ this is positive. For odd $M$ the numerator is $1-q-2q^{M+1}$, which is negative exactly when $2q^{M+1}>1-q$.

At a general $k$, the error bound gives

$$D\,S_M(k)\ge(1+q)\left(1-q-2q^{M+1}\right).$$

So $2q^{M+1}<1-q$ guarantees positivity at every $k$, for either parity of $M$. For odd $M$ the condition is also necessary, since otherwise $S_M(\pi)\le0$. As $q^{M+1}\to0$, every sufficiently large cutoff satisfies it.

## The chain with $q=3/5$

Here $1-q=0.4$, and the full overlap at the boundary is $S(\pi)=0.4/1.6=0.25$. Adding the cells pair by pair gives

- $S_1(\pi)=1-1.2=-0.2$, with $2q^2=0.72>0.4$;
- $S_2(\pi)=-0.2+0.72=0.52$;
- $S_3(\pi)=0.52-0.432=0.088$, with $2q^4=0.2592<0.4$.

The cutoff $M=1$ fails, and $M=3$ is safe at every $k$. An even cutoff is not automatically safe away from $\pi$: for $q=0.8$, $M=2$ and $\cos k=-5/16$, the truncated sum is $-0.53$.

## Bloch sums as complex numbers in Lean

The sums are kept complex. With `ComplexOrder` open, `0 < z` means that $z$ has zero imaginary part and positive real part, and `z < 0` is read likewise. Each sign statement thus includes the claim that the overlap is real.

```lean
import Mathlib

open Filter Topology
open scoped ComplexOrder

namespace TruncatedBlochOverlap

noncomputable section
```

The cell position `n` is an integer, and `n.natAbs` is $|n|$. The wave number `k` is any real number, not restricted to one Brillouin zone.

```lean
/-- The contribution of the cell at lattice position `n` to the Bloch overlap at wave number `k`,
for overlaps `q ^ |n|`. -/
def blochTerm (q k : ℝ) (n : ℤ) : ℂ :=
  (q : ℂ) ^ n.natAbs * Complex.exp (Complex.I * k * n)
```

The full overlap is an infinite sum over `ℤ`. Lean assigns such a sum the value zero when the family is not summable, so convergence is proved separately below.

```lean
/-- The Bloch overlap: the lattice sum over all cells. -/
def blochOverlap (q k : ℝ) : ℂ := ∑' n : ℤ, blochTerm q k n
```

The truncated overlap is a finite sum over the integer interval from $-M$ to $M$.

```lean
/-- The Bloch overlap truncated to the cells with `|n| ≤ M`. -/
def truncatedOverlap (q : ℝ) (M : ℕ) (k : ℝ) : ℂ :=
  ∑ n ∈ Finset.Icc (-(M : ℤ)) M, blochTerm q k n
```

## Pairing cells and raising the cutoff

The first lemma writes the cosine as half the sum of two exponentials. For `m = 0` both terms are the central one and their sum is 2; the recurrence below uses the lemma only at distances of at least 1.

```lean
/-- The sum of the Bloch terms at `m` and at `-m` is the real number `2 q ^ m cos (m k)`. -/
theorem blochTerm_pair (q k : ℝ) (m : ℕ) :
    blochTerm q k m + blochTerm q k (-(m : ℤ)) = ((2 * q ^ m * Real.cos (m * k) : ℝ) : ℂ) := by
  have h1 : Complex.I * k * ((m : ℤ) : ℂ) = ((m : ℂ) * k) * Complex.I := by
    push_cast; ring
  have h2 : Complex.I * k * ((-(m : ℤ) : ℤ) : ℂ) = -((m : ℂ) * k) * Complex.I := by
    push_cast; ring
  simp only [blochTerm, Int.natAbs_neg, Int.natAbs_natCast, h1, h2]
  push_cast
  simp only [Complex.cos]
  ring
```

For the recurrence, `hset` describes the larger interval as the smaller one with the two points $\pm(M+1)$ inserted. The facts `h1` and `h2` say that these points are new, so the sum splits and the pair lemma applies.

```lean
/-- Raising the cutoff by one adds the pair of cells at distance `M + 1`. -/
theorem truncatedOverlap_succ (q k : ℝ) (M : ℕ) :
    truncatedOverlap q (M + 1) k = truncatedOverlap q M k +
      ((2 * q ^ (M + 1) * Real.cos ((M + 1 : ℕ) * k) : ℝ) : ℂ) := by
  have hset : Finset.Icc (-((M + 1 : ℕ) : ℤ)) ((M + 1 : ℕ) : ℤ) =
      insert ((M + 1 : ℕ) : ℤ) (insert (-((M + 1 : ℕ) : ℤ)) (Finset.Icc (-(M : ℤ)) M)) := by
    ext n
    simp only [Finset.mem_insert, Finset.mem_Icc]
    omega
  have h1 : ((M + 1 : ℕ) : ℤ) ∉
      insert (-((M + 1 : ℕ) : ℤ)) (Finset.Icc (-(M : ℤ)) M) := by
    simp only [Finset.mem_insert, Finset.mem_Icc]
    omega
  have h2 : -((M + 1 : ℕ) : ℤ) ∉ Finset.Icc (-(M : ℤ)) M := by
    simp only [Finset.mem_Icc]
    omega
  unfold truncatedOverlap
  rw [hset, Finset.sum_insert h1, Finset.sum_insert h2, ← add_assoc, blochTerm_pair]
  exact add_comm _ _
```

## The closed form by induction

Positivity of $D$ follows from $q\cos k\le q$ and $(1-q)^2>0$, the two facts handed to `nlinarith`.

```lean
lemma denom_pos {q : ℝ} (hq0 : 0 < q) (hq1 : q < 1) (k : ℝ) :
    0 < 1 - 2 * q * Real.cos k + q ^ 2 := by
  nlinarith [mul_le_mul_of_nonneg_left (Real.cos_le_one k) hq0.le, pow_pos (sub_pos.2 hq1) 2]
```

The induction is the one carried out above. In both cases `eq_div_iff` multiplies through by $D$. In the successor case `hc` is the three-term recurrence of the cosines, and `ring` checks the remaining polynomial identity.

```lean
/-- For `0 < q < 1` the truncated overlap at any `k` is the Poisson kernel minus an explicit cutoff
error containing the factor `q ^ (M + 1)`. -/
theorem truncatedOverlap_closed {q : ℝ} (hq0 : 0 < q) (hq1 : q < 1) (k : ℝ) (M : ℕ) :
    truncatedOverlap q M k = (((1 - q ^ 2 - 2 * q ^ (M + 1) *
      (Real.cos (((M : ℝ) + 1) * k) - q * Real.cos (M * k))) /
        (1 - 2 * q * Real.cos k + q ^ 2) : ℝ) : ℂ) := by
  have hD := (denom_pos hq0 hq1 k).ne'
  induction M with
  | zero =>
    have h0 : truncatedOverlap q 0 k = 1 := by simp [truncatedOverlap, blochTerm]
    rw [h0, ← Complex.ofReal_one]
    congr 1
    rw [eq_div_iff hD]
    simp only [Nat.cast_zero, zero_add, one_mul, zero_mul, Real.cos_zero, pow_one]
    ring
  | succ M ih =>
    -- three-term recurrence of the cosines
    have hc : Real.cos ((((M + 1 : ℕ) : ℝ) + 1) * k) =
        2 * Real.cos k * Real.cos (((M : ℝ) + 1) * k) - Real.cos (M * k) := by
      have a : (((M + 1 : ℕ) : ℝ) + 1) * k = ((M : ℝ) + 1) * k + k := by push_cast; ring
      have b : (M : ℝ) * k = ((M : ℝ) + 1) * k - k := by ring
      rw [a, b, Real.cos_add, Real.cos_sub]
      ring
    rw [truncatedOverlap_succ, ih, ← Complex.ofReal_add]
    congr 1
    rw [hc, eq_div_iff hD, add_mul, div_mul_cancel₀ _ hD]
    simp only [Nat.cast_add, Nat.cast_one]
    ring
```

## Convergence of the lattice sum

The bound on the cutoff error is stated for two arbitrary angles `a` and `b`, because it uses only that cosines lie between $-1$ and $1$.

```lean
lemma error_bound {q : ℝ} (hq0 : 0 < q) (M : ℕ) (a b : ℝ) :
    |2 * q ^ (M + 1) * (Real.cos a - q * Real.cos b)| ≤ 2 * q ^ (M + 1) * (1 + q) := by
  have hp : 0 ≤ 2 * q ^ (M + 1) := by positivity
  rw [abs_mul, abs_of_nonneg hp]
  apply mul_le_mul_of_nonneg_left _ hp
  have h1 := mul_le_mul_of_nonneg_left (Real.cos_le_one b) hq0.le
  have h2 := mul_le_mul_of_nonneg_left (Real.neg_one_le_cos b) hq0.le
  rw [abs_le]
  constructor <;> linarith [Real.cos_le_one a, Real.neg_one_le_cos a]
```

The factor $2q^{M+1}$ tends to zero.

```lean
lemma error_tendsto {q : ℝ} (hq0 : 0 < q) (hq1 : q < 1) :
    Tendsto (fun M : ℕ => 2 * q ^ (M + 1)) atTop (𝓝 0) := by
  have h := ((tendsto_pow_atTop_nhds_zero_of_lt_one hq0.le hq1).comp
    (tendsto_add_atTop_nat 1)).const_mul (2 : ℝ)
  rw [mul_zero] at h
  exact h
```

`HasSum` states that the series converges, independently of the order of summation, and gives its value. In the proof, `hn` computes the modulus of each term as $q^{|n|}$, and `hs` derives summability from the geometric series on each half of the lattice. The step `hI` shows that the symmetric intervals eventually contain any finite set of cells, so the truncated sums tend to the full sum. By the closed form and `hR` they also tend to the Poisson kernel, and uniqueness of limits identifies the two.

```lean
/-- For `0 < q < 1` the full lattice sum converges to the Poisson kernel. -/
theorem hasSum_blochTerm {q : ℝ} (hq0 : 0 < q) (hq1 : q < 1) (k : ℝ) :
    HasSum (blochTerm q k)
      (((1 - q ^ 2) / (1 - 2 * q * Real.cos k + q ^ 2) : ℝ) : ℂ) := by
  have hn : ∀ n : ℤ, ‖blochTerm q k n‖ = q ^ n.natAbs := by
    intro n
    have h : Complex.I * k * n = ((k * n : ℝ) : ℂ) * Complex.I := by push_cast; ring
    rw [blochTerm, h, norm_mul, Complex.norm_exp_ofReal_mul_I, mul_one, norm_pow,
      Complex.norm_real, Real.norm_of_nonneg hq0.le]
  have hg := summable_geometric_of_lt_one hq0.le hq1
  have hs : Summable (blochTerm q k) := by
    apply Summable.of_norm
    simp only [hn]
    apply Summable.of_nat_of_neg <;>
      simpa only [Int.natAbs_neg, Int.natAbs_natCast] using hg
  -- the truncated sums converge to the full sum
  have ht : Tendsto (fun s : Finset ℤ => ∑ n ∈ s, blochTerm q k n) atTop
      (𝓝 (∑' n, blochTerm q k n)) := hs.hasSum
  have hI : Tendsto (fun M : ℕ => Finset.Icc (-(M : ℤ)) M) atTop atTop := by
    apply tendsto_atTop_finset_of_monotone
    · intro a b hab n hn
      simp only [Finset.mem_Icc] at hn ⊢
      omega
    · intro n
      refine ⟨n.natAbs, ?_⟩
      simp only [Finset.mem_Icc]
      omega
  have hlim : Tendsto (fun M : ℕ => truncatedOverlap q M k) atTop
      (𝓝 (∑' n, blochTerm q k n)) := ht.comp hI
  -- the cutoff error vanishes
  have hb := (error_tendsto hq0 hq1).mul_const (1 + q)
  rw [zero_mul] at hb
  have hR : Tendsto (fun M : ℕ => 2 * q ^ (M + 1) *
      (Real.cos (((M : ℝ) + 1) * k) - q * Real.cos (M * k))) atTop (𝓝 0) := by
    refine squeeze_zero_norm (fun M => ?_) hb
    rw [Real.norm_eq_abs]
    exact error_bound hq0 M (((M : ℝ) + 1) * k) (M * k)
  have hr := (hR.const_sub (1 - q ^ 2)).div_const (1 - 2 * q * Real.cos k + q ^ 2)
  rw [sub_zero] at hr
  have hlim2 := (Complex.continuous_ofReal.tendsto _).comp hr
  have he := tendsto_nhds_unique hlim
    (hlim2.congr fun M => (truncatedOverlap_closed hq0 hq1 k M).symm)
  rw [← he]
  exact hs.hasSum
```

## Zone boundary and safe cutoffs

At $k=\pi$ the closed form simplifies once the cosines are replaced by powers of $-1$.

```lean
/-- For `0 < q < 1` the truncated overlap at `k = π` is
`(1 - q + 2 (-1) ^ M q ^ (M + 1)) / (1 + q)`. -/
theorem truncatedOverlap_pi {q : ℝ} (hq0 : 0 < q) (hq1 : q < 1) (M : ℕ) :
    truncatedOverlap q M Real.pi =
      (((1 - q + 2 * (-1) ^ M * q ^ (M + 1)) / (1 + q) : ℝ) : ℂ) := by
  have h1 : Real.cos (((M : ℝ) + 1) * Real.pi) = -(-1) ^ M := by
    have h := Real.cos_nat_mul_pi (M + 1)
    push_cast at h
    rw [h, pow_succ]
    ring
  have hD : 1 - 2 * q * (-1) + q ^ 2 ≠ 0 := ne_of_gt (by nlinarith)
  have hq : 1 + q ≠ 0 := by positivity
  rw [truncatedOverlap_closed hq0 hq1]
  congr 1
  rw [h1, Real.cos_nat_mul_pi, Real.cos_pi, div_eq_div_iff hD hq]
  ring
```

The main theorem joins the two claims for $0<q<1$ and every natural number `M`, including `M = 0`, where the truncated overlap is 1. Its first half reads positivity off the Poisson kernel. Its second half removes the positive denominator $1+q$ and separates even from odd `M`: an even cutoff makes both sides of the equivalence false, and an odd one reduces it to the stated inequality.

```lean
/-- For `0 < q < 1` the full Bloch overlap is positive at every `k`, while the overlap truncated
to `|n| ≤ M` is negative at `k = π` exactly when `M` is odd and `2 q ^ (M + 1) > 1 - q`. -/
theorem overlap_pos_and_truncated_neg_iff {q : ℝ} (hq0 : 0 < q) (hq1 : q < 1) (M : ℕ) :
    (∀ k : ℝ, 0 < blochOverlap q k) ∧
      (truncatedOverlap q M Real.pi < 0 ↔ Odd M ∧ 2 * q ^ (M + 1) > 1 - q) := by
  constructor
  · intro k
    rw [blochOverlap, (hasSum_blochTerm hq0 hq1 k).tsum_eq]
    exact Complex.zero_lt_real.mpr (div_pos (by nlinarith) (denom_pos hq0 hq1 k))
  · have hc : ∀ x : ℝ, ((x : ℂ) < 0 ↔ x < 0) := fun x => by norm_cast
    have hp : 0 < q ^ (M + 1) := by positivity
    rw [truncatedOverlap_pi hq0 hq1, hc, div_lt_iff₀ (by linarith), zero_mul]
    rcases Nat.even_or_odd M with h | h
    · rw [h.neg_one_pow]
      constructor
      · intro hh
        exfalso
        linarith
      · rintro ⟨ho, _⟩
        exact absurd h (Nat.not_even_iff_odd.mpr ho)
    · rw [h.neg_one_pow]
      constructor
      · intro hh
        exact ⟨h, by linarith⟩
      · rintro ⟨_, hh⟩
        linarith
```

The sufficient condition at all $k$ combines the upper half of the error bound with the hypothesis multiplied by $1+q$.

```lean
/-- For `0 < q < 1`, a cutoff with `2 q ^ (M + 1) < 1 - q` keeps the truncated overlap positive
at every `k`. -/
theorem truncatedOverlap_pos {q : ℝ} (hq0 : 0 < q) (hq1 : q < 1) {M : ℕ}
    (hM : 2 * q ^ (M + 1) < 1 - q) (k : ℝ) : 0 < truncatedOverlap q M k := by
  rw [truncatedOverlap_closed hq0 hq1]
  refine Complex.zero_lt_real.mpr (div_pos ?_ (denom_pos hq0 hq1 k))
  have h1 := (abs_le.mp (error_bound hq0 M (((M : ℝ) + 1) * k) (M * k))).2
  have h2 := mul_lt_mul_of_pos_right hM (show 0 < 1 + q by linarith)
  linarith [show (1 - q) * (1 + q) = 1 - q ^ 2 by ring]
```

For odd `M` the converse comes from evaluating the assumed positivity at $k=\pi$. Both inequalities are strict: at $2q^{M+1}=1-q$, for instance $q=1/2$ and $M=1$, the truncated overlap vanishes there.

```lean
/-- For `0 < q < 1` and an odd cutoff `M`, the truncated overlap is positive at every `k` if and
only if `2 q ^ (M + 1) < 1 - q`. -/
theorem truncatedOverlap_pos_iff_of_odd {q : ℝ} (hq0 : 0 < q) (hq1 : q < 1) {M : ℕ}
    (hM : Odd M) : (∀ k : ℝ, 0 < truncatedOverlap q M k) ↔ 2 * q ^ (M + 1) < 1 - q := by
  refine ⟨fun h => ?_, fun h => truncatedOverlap_pos hq0 hq1 h⟩
  -- evaluate the assumed positivity at the zone boundary
  have hpi := h Real.pi
  rw [truncatedOverlap_pi hq0 hq1, Complex.zero_lt_real, hM.neg_one_pow,
    lt_div_iff₀ (by linarith), zero_mul] at hpi
  linarith
```

In the last theorem `∀ᶠ M` means "for all sufficiently large `M`". It stands before `∀ k`, so one threshold serves all wave numbers, although it may depend on $q$.

```lean
/-- For fixed `0 < q < 1`, every sufficiently large cutoff gives a truncated overlap that is
positive at all `k`. -/
theorem eventually_truncatedOverlap_pos {q : ℝ} (hq0 : 0 < q) (hq1 : q < 1) :
    ∀ᶠ M : ℕ in atTop, ∀ k : ℝ, 0 < truncatedOverlap q M k :=
  ((error_tendsto hq0 hq1).eventually_lt_const (sub_pos.2 hq1)).mono
    fun _ h => truncatedOverlap_pos hq0 hq1 h

end

end TruncatedBlochOverlap
```

These theorems concern a scalar overlap on an infinite chain. With several basis functions per cell, $S(k)$ is a matrix and the corresponding requirement is positive definiteness, which is not treated here. The cutoff condition is derived for geometric decay only.

```lean
#print axioms TruncatedBlochOverlap.overlap_pos_and_truncated_neg_iff
-- 'TruncatedBlochOverlap.overlap_pos_and_truncated_neg_iff' depends on axioms: [propext, Classical.choice, Quot.sound]
#print axioms TruncatedBlochOverlap.truncatedOverlap_pos_iff_of_odd
-- 'TruncatedBlochOverlap.truncatedOverlap_pos_iff_of_odd' depends on axioms: [propext, Classical.choice, Quot.sound]
#print axioms TruncatedBlochOverlap.eventually_truncatedOverlap_pos
-- 'TruncatedBlochOverlap.eventually_truncatedOverlap_pos' depends on axioms: [propext, Classical.choice, Quot.sound]
```
